# A recursion for the moments of a plasmon series with Poisson weights

The peak with n plasmons excited lies at energy g²/ω − nω, with ω > 0 the plasmon energy and g real, and has the Poisson weight of mean g²/ω²; n runs over all the natural numbers. The theorem supposes that the k-th moment of these peaks converges to A, and that the k-th moment of the same peaks, each moved down by ω with its weight kept, converges to B. It states that the moment of order k + 1 then converges to (g²/ω)(A − B). The attempt splits one factor of the peak energy into g²/ω and −nω, and sums the part with the factor n by shifting the plasmon number by one in the Poisson series.

An attempt in Lean 4 with a fault in it:

```lean
import Mathlib

noncomputable section

namespace CoreHoleGW

/-- The energy of the exact peak with `n` plasmons excited, for `wp ≠ 0`. -/
def peak (g wp : ℝ) (n : ℕ) : ℝ := g ^ 2 / wp - n * wp

/-- The Poisson weight, of mean `g² / wp²`, of the exact peak with `n` plasmons, for `wp ≠ 0`. -/
def peakWeight (g wp : ℝ) (n : ℕ) : ℝ :=
  Real.exp (-(g ^ 2 / wp ^ 2)) * (g ^ 2 / wp ^ 2) ^ n / (n.factorial : ℝ)

variable {g wp : ℝ}

lemma hasSum_of_eq {u v : ℕ → ℝ} {A B : ℝ} (h : HasSum u A) (huv : ∀ n, v n = u n)
    (hAB : B = A) : HasSum v B := by
  have e : v = u := funext huv
  rw [e, hAB]
  exact h

/-- The exact moment of order `k + 1` is `g² / wp` times the difference between the `k`-th moments
of the peaks and of the peaks displaced down by one plasmon energy. -/
theorem exact_moment_step (hwp : 0 < wp) {k : ℕ} {A B : ℝ}
    (hA : HasSum (fun n => peakWeight g wp n * peak g wp n ^ k) A)
    (hB : HasSum (fun n => peakWeight g wp n * (peak g wp n - wp) ^ k) B) :
    HasSum (fun n => peakWeight g wp n * peak g wp n ^ (k + 1)) (g ^ 2 / wp * (A - B)) := by
  -- shift the plasmon number by one in the Poisson series
  have h1 : HasSum (fun n : ℕ => (n : ℝ) * peakWeight g wp n * peak g wp n ^ k)
      (g ^ 2 / wp ^ 2 * B) := by
    refine (hasSum_nat_add_iff' 1).1 ?_
    convert hB.mul_left (g ^ 2 / wp ^ 2) using 1
    · funext n
      have hP : peak g wp (n + 1) = peak g wp n - wp := by
        unfold peak
        push_cast
        ring
      have hW : ((n + 1 : ℕ) : ℝ) * peakWeight g wp (n + 1) =
          g ^ 2 / wp ^ 2 * peakWeight g wp n := by
        unfold peakWeight
        generalize g ^ 2 / wp ^ 2 = a
        rw [Nat.factorial_succ]
        push_cast
        rw [← mul_div_assoc, ← mul_div_assoc, div_eq_div_iff (by positivity) (by positivity)]
        ring
      rw [hP, hW, mul_assoc]
    · simp
  have hc : wp * (g ^ 2 / wp ^ 2) = g ^ 2 / wp := by field_simp
  convert (hA.mul_left (g ^ 2 / wp)).sub (h1.mul_left wp) using 1
  · funext n
    have hP : peak g wp n = g ^ 2 / wp - n * wp := rfl
    linear_combination peakWeight g wp n * peak g wp n ^ k * hP
  · linear_combination B * hc

end CoreHoleGW
```

Compiling this gives:

```
Main.lean:33:6: error: Tactic `apply` failed: could not unify the conclusion of `@funext`
  ?f = ?g
with the goal
  Real.instAddCommGroup.toAddCommMonoid =
    CommRing.toNonUnitalCommRing.toNonUnitalNonAssocCommRing.toNonUnitalNonAssocSemiring.toAddCommMonoid

Note: The full type of `@funext` is
  ∀ {α : Sort ?u.127} {β : α → Sort ?u.126} {f g : (x : α) → β x}, (∀ (x : α), f x = g x) → f = g

case e'_3
g wp : ℝ
hwp : 0 < wp
k : ℕ
A B : ℝ
hA : HasSum (fun n => peakWeight g wp n * peak g wp n ^ k) A
hB : HasSum (fun n => peakWeight g wp n * (peak g wp n - wp) ^ k) B
⊢ Real.instAddCommGroup.toAddCommMonoid =
    CommRing.toNonUnitalCommRing.toNonUnitalNonAssocCommRing.toNonUnitalNonAssocSemiring.toAddCommMonoid
Main.lean:47:4: error: unsolved goals
case e'_5
g wp : ℝ
hwp : 0 < wp
k : ℕ
A B : ℝ
hA : HasSum (fun n => peakWeight g wp n * peak g wp n ^ k) A
hB : HasSum (fun n => peakWeight g wp n * (peak g wp n - wp) ^ k) B
⊢ (fun n => (↑n + 1) * peakWeight g wp (n + 1) * peak g wp (n + 1) ^ k) = fun i =>
    g ^ 2 / wp ^ 2 * (peakWeight g wp i * (peak g wp i - wp) ^ k)
Main.lean:30:30: error: unsolved goals
case e'_6
g wp : ℝ
hwp : 0 < wp
k : ℕ
A B : ℝ
hA : HasSum (fun n => peakWeight g wp n * peak g wp n ^ k) A
hB : HasSum (fun n => peakWeight g wp n * (peak g wp n - wp) ^ k) B
⊢ g ^ 2 / wp ^ 2 * B - ∑ i ∈ Finset.range 1, ↑i * peakWeight g wp i * peak g wp i ^ k = g ^ 2 / wp ^ 2 * B
Main.lean:50:4: error: Tactic `apply` failed: could not unify the conclusion of `@funext`
  ?f = ?g
with the goal
  Real.instAddCommMonoid = Real.instAddCommGroup.toAddCommMonoid

Note: The full type of `@funext` is
  ∀ {α : Sort ?u.183} {β : α → Sort ?u.182} {f g : (x : α) → β x}, (∀ (x : α), f x = g x) → f = g

case e'_3
g wp : ℝ
hwp : 0 < wp
k : ℕ
A B : ℝ
hA : HasSum (fun n => peakWeight g wp n * peak g wp n ^ k) A
hB : HasSum (fun n => peakWeight g wp n * (peak g wp n - wp) ^ k) B
h1 : HasSum (fun n => ↑n * peakWeight g wp n * peak g wp n ^ k) (g ^ 2 / wp ^ 2 * B)
hc : wp * (g ^ 2 / wp ^ 2) = g ^ 2 / wp
⊢ Real.instAddCommMonoid = Real.instAddCommGroup.toAddCommMonoid
Main.lean:53:23: error: Application type mismatch: The argument
  Mathlib.Tactic.LinearCombination.mul_const_eq hc B
has type
  B * (wp * (g ^ 2 / wp ^ 2)) = B * (g ^ 2 / wp)
but is expected to have type
  ?m.542 = ?m.544
in the application
  Mathlib.Tactic.LinearCombination.eq_of_eq (Mathlib.Tactic.LinearCombination.mul_const_eq hc B)
Main.lean:27:90: error: unsolved goals
case e'_6
g wp : ℝ
hwp : 0 < wp
k : ℕ
A B : ℝ
hA : HasSum (fun n => peakWeight g wp n * peak g wp n ^ k) A
hB : HasSum (fun n => peakWeight g wp n * (peak g wp n - wp) ^ k) B
h1 : HasSum (fun n => ↑n * peakWeight g wp n * peak g wp n ^ k) (g ^ 2 / wp ^ 2 * B)
hc : wp * (g ^ 2 / wp ^ 2) = g ^ 2 / wp
⊢ g ^ 2 / wp * (A - B) = g ^ 2 / wp * A - wp * (g ^ 2 / wp ^ 2 * B)
```

The mended proof, as a diff:

```diff
@@ -30,7 +30,6 @@
       (g ^ 2 / wp ^ 2 * B) := by
     refine (hasSum_nat_add_iff' 1).1 ?_
-    convert hB.mul_left (g ^ 2 / wp ^ 2) using 1
-    · funext n
-      have hP : peak g wp (n + 1) = peak g wp n - wp := by
+    refine hasSum_of_eq (hB.mul_left (g ^ 2 / wp ^ 2)) (fun n => ?_) ?_
+    · have hP : peak g wp (n + 1) = peak g wp n - wp := by
         unfold peak
         push_cast
@@ -47,7 +46,6 @@
     · simp
   have hc : wp * (g ^ 2 / wp ^ 2) = g ^ 2 / wp := by field_simp
-  convert (hA.mul_left (g ^ 2 / wp)).sub (h1.mul_left wp) using 1
-  · funext n
-    have hP : peak g wp n = g ^ 2 / wp - n * wp := rfl
+  refine hasSum_of_eq ((hA.mul_left (g ^ 2 / wp)).sub (h1.mul_left wp)) (fun n => ?_) ?_
+  · have hP : peak g wp n = g ^ 2 / wp - n * wp := rfl
     linear_combination peakWeight g wp n * peak g wp n ^ k * hP
   · linear_combination B * hc
```

What went wrong. Both calls of `convert … using 1` leave three goals where the proof expects two. The extra one comes first and asks that two instances of the additive commutative monoid on `ℝ` be equal. So each bullet meets the wrong goal. `funext n` fails on the instances, which are not functions. The second bullet gets the equality of the summands: `simp` cannot close it in the first call, and in the second `linear_combination B * hc` offers an equation between real numbers where one between functions is wanted. The equality of the sums is left with no bullet, hence the remaining "unsolved goals" errors.

The repair uses `hasSum_of_eq`, already in the file, in place of `convert`. It asks only that the summands agree at each `n` and that the sums agree. The instances are now compared when `refine` checks the types, and Lean accepts them there as equal by definition, so they no longer appear as a goal. The two bullets then meet the goals they were written for. `funext n` goes because `fun n => ?_` already introduces `n`.
